# Alternating recursion coefficients of unequal magnitude leave a gap in the Bloch energies of an infinite chain

When the diagonal coefficients of a recursion calculation settle to a constant and the off-diagonal ones into a two-term alternation, the continued fraction can be terminated with a periodic tail. The two off-diagonal constants of the tail then set its band edges, measured from the diagonal constant. The problems below find a pair that gives prescribed edges, placed symmetrically about zero, for a non-interacting chain with exactly alternating off-diagonal coefficients, infinite in both directions, with the constant diagonal coefficient taken as the zero of energy.

```lean
import Mathlib

open Matrix

namespace AlternatingRecursionGap

noncomputable section
```

Let \(u,v\) be the real alternating coefficients and \(k\) the real phase advance per cell of two sites. The Bloch matrix is

\[
H(k)=\begin{pmatrix}0&u+ve^{-ik}\\u+ve^{ik}&0\end{pmatrix}.
\]

```lean
/-- The Bloch matrix of a chain with alternating couplings `u`, `v` at wave number `k`. -/
def blochMatrix (u v k : ℝ) : Matrix (Fin 2) (Fin 2) ℂ :=
  !![0, u + v * Complex.exp (-(k * Complex.I));
     u + v * Complex.exp (k * Complex.I), 0]
```

`IsBlochEnergy` says that \(H(k)w=Ew\) for some nonzero \(w=(w_0,w_1)\). The energy \(E\) is allowed to be complex, so its reality has to be proved.

```lean
/-- `E` is an eigenvalue of the Bloch matrix at wave number `k`. -/
def IsBlochEnergy (u v k : ℝ) (E : ℂ) : Prop :=
  ∃ w : Fin 2 → ℂ, w ≠ 0 ∧ blochMatrix u v k *ᵥ w = E • w
```

On the chain, `coupling` joins site \(n\) to site \(n+1\): it is \(u\) for even \(n\) and \(v\) for odd \(n\).

```lean
/-- The recursion coefficient between sites `n` and `n + 1`: `u` for even `n`, `v` for odd `n`. -/
def coupling (u v : ℝ) (n : ℤ) : ℝ := if Even n then u else v
```

Write \(T\) for the tridiagonal operator `chainH`, which has zero on-site terms and acts on amplitudes \(\psi:\mathbb Z\to\mathbb C\).

```lean
/-- The infinite tridiagonal Hamiltonian with zero on-site terms and alternating couplings. -/
def chainH (u v : ℝ) (ψ : ℤ → ℂ) (n : ℤ) : ℂ :=
  coupling u v n * ψ (n + 1) + coupling u v (n - 1) * ψ (n - 1)
```

A chain energy belongs to a nonzero Bloch wave, \(\psi(n+2)=e^{ik}\psi(n)\), with \(T\psi=E\psi\) on every site. Such waves are not normalisable, and the statements concern their energies, not the spectrum of an operator on square-summable states. Nor do they treat the half-infinite chain that recursion generates, whose end can bind a state in the gap.

```lean
/-- `E` is the energy of a nonzero Bloch wave of the chain, with phase `exp (ik)` per cell
of two sites. -/
def IsChainEnergy (u v k : ℝ) (E : ℂ) : Prop :=
  ∃ ψ : ℤ → ℂ, ψ ≠ 0 ∧ (∀ n, ψ (n + 2) = Complex.exp (k * Complex.I) * ψ n) ∧
    ∀ n, chainH u v ψ n = E * ψ n
```

## (a) Symmetry of the Bloch matrix

Show that \(H(k)^\dagger=H(k)\).

The diagonal is zero. Since \(u,v,k\) are real, \(\overline{u+ve^{-ik}}=u+ve^{ik}\), which is the lower entry. Lean compares the four entries in the same way.

```lean
/-- The Bloch matrix is Hermitian. -/
theorem blochMatrix_isHermitian (u v k : ℝ) : (blochMatrix u v k).IsHermitian := by
  ext i j
  fin_cases i <;> fin_cases j <;>
    simp [blochMatrix, Matrix.conjTranspose_apply, ← Complex.exp_conj]
```

## (b) Two amplitudes in one cell

Write \(H(k)w=Ew\) as the pair

\[
(u+ve^{-ik})w_1=Ew_0,\qquad (u+ve^{ik})w_0=Ew_1 .
\]

Each row of \(H(k)\) has a single off-diagonal entry, so multiplying out the rows gives these two equations.

```lean
/-- The eigenvalue equation of the Bloch matrix, written for the two amplitudes of a cell. -/
theorem bloch_eigen_iff (u v k : ℝ) (E : ℂ) (w : Fin 2 → ℂ) :
    blochMatrix u v k *ᵥ w = E • w ↔
      (u + v * Complex.exp (-(k * Complex.I))) * w 1 = E * w 0 ∧
      (u + v * Complex.exp (k * Complex.I)) * w 0 = E * w 1 := by
  rw [funext_iff, Fin.forall_fin_two]
  simp [blochMatrix, Matrix.mulVec, dotProduct, Fin.sum_univ_two]
```

## (c) Energy as a function of phase

Show that \(E\) is an eigenvalue of \(H(k)\) exactly when

\[
E^2=u^2+v^2+2uv\cos k .
\]

Put \(f=u+ve^{-ik}\) and \(g=u+ve^{ik}\). Then \(fg=u^2+v^2+uv(e^{ik}+e^{-ik})\), which is the right-hand side; this is `hfg`. From (b),

\[
E^2w_0=Efw_1=fgw_0,\qquad E^2w_1=Egw_0=fgw_1 .
\]

One component is nonzero, so \(E^2=fg\). Lean argues by contradiction: if \(E^2\ne fg\), both components vanish.

Conversely, if \(E^2=fg\), the vector \((f,E)\) satisfies both equations. It is nonzero unless \(f=E=0\), and in that case \((0,1)\) works.

```lean
/-- Dispersion relation: `E` is an eigenvalue at wave number `k` exactly when
`E² = u² + v² + 2uv cos k`. -/
theorem dispersion (u v k : ℝ) (E : ℂ) :
    IsBlochEnergy u v k E ↔
      E ^ 2 = ((u ^ 2 + v ^ 2 + 2 * (u * v) * Real.cos k : ℝ) : ℂ) := by
  -- the product of the off-diagonal entries
  have hfg : ((u : ℂ) + v * Complex.exp (-(k * Complex.I))) *
      (u + v * Complex.exp (k * Complex.I)) =
      ((u ^ 2 + v ^ 2 + 2 * (u * v) * Real.cos k : ℝ) : ℂ) := by
    have h1 : Complex.exp (-(k * Complex.I)) * Complex.exp (k * Complex.I) = 1 := by
      rw [← Complex.exp_add]; simp
    have h2 : 2 * Complex.cos k =
        Complex.exp (k * Complex.I) + Complex.exp (-(k * Complex.I)) := by
      rw [Complex.cos, neg_mul]; ring
    push_cast
    linear_combination (v : ℂ) ^ 2 * h1 - (u : ℂ) * v * h2
  rw [← hfg]
  simp only [IsBlochEnergy, bloch_eigen_iff]
  generalize (u : ℂ) + v * Complex.exp (-(k * Complex.I)) = f
  generalize (u : ℂ) + v * Complex.exp (k * Complex.I) = g
  constructor
  · rintro ⟨w, hw, h0, h1⟩
    by_contra hne
    have hs : E ^ 2 - f * g ≠ 0 := sub_ne_zero.mpr hne
    have w0 : (E ^ 2 - f * g) * w 0 = 0 := by linear_combination -E * h0 - f * h1
    have w1 : (E ^ 2 - f * g) * w 1 = 0 := by linear_combination -E * h1 - g * h0
    apply hw
    rw [funext_iff, Fin.forall_fin_two]
    exact ⟨(mul_eq_zero.mp w0).resolve_left hs, (mul_eq_zero.mp w1).resolve_left hs⟩
  · intro h
    by_cases hf : f = 0 ∧ E = 0
    · refine ⟨![0, 1], fun h0 => ?_, ?_, ?_⟩
      · have := congrFun h0 1
        simp at this
      · simp [hf.1]
      · simp [hf.2]
    · refine ⟨![f, E], fun h0 => hf ⟨congrFun h0 0, congrFun h0 1⟩, mul_comm f E, ?_⟩
      change g * f = E * E
      linear_combination -h
```

## (d) The range swept by the cosine

For real \(e\), show that \(e^2=u^2+v^2+2uv\cos k\) has a real solution \(k\) exactly when

\[
\bigl||u|-|v|\bigr|\le |e|\le |u|+|v| .
\]

All terms are nonnegative, so squaring gives the equivalent condition

\[
u^2+v^2-2|uv|\le e^2\le u^2+v^2+2|uv| .
\]

These two squarings are `h1` and `h2`. A solution \(k\) implies the condition because \(|uv\cos k|\le|uv|\). Conversely, if \(uv\ne0\), the condition puts \(c=(e^2-u^2-v^2)/(2uv)\) in \([-1,1]\), and \(k=\arccos c\) is a solution. If \(uv=0\), the two bounds coincide, so \(e^2=u^2+v^2\) and \(k=0\) will do.

```lean
/-- As `k` varies, `u² + v² + 2uv cos k` takes the value `e²` exactly when `|e|` lies between
`||u| - |v||` and `|u| + |v|`. -/
theorem cosine_sweep (u v e : ℝ) :
    (∃ k : ℝ, e ^ 2 = u ^ 2 + v ^ 2 + 2 * (u * v) * Real.cos k) ↔
      |(|u| - |v|)| ≤ |e| ∧ |e| ≤ |u| + |v| := by
  have h1 : |(|u| - |v|)| ≤ |e| ↔ u ^ 2 + v ^ 2 - 2 * |u * v| ≤ e ^ 2 := by
    rw [← sq_le_sq, abs_mul, sub_sq, sq_abs, sq_abs]
    constructor <;> intro h <;> linarith
  have h2 : |e| ≤ |u| + |v| ↔ e ^ 2 ≤ u ^ 2 + v ^ 2 + 2 * |u * v| := by
    rw [← abs_of_nonneg (add_nonneg (abs_nonneg u) (abs_nonneg v)), ← sq_le_sq, abs_mul,
      add_sq, sq_abs, sq_abs]
    constructor <;> intro h <;> linarith
  rw [h1, h2]
  constructor
  · rintro ⟨k, hk⟩
    have hc : |u * v * Real.cos k| ≤ |u * v| := by
      rw [abs_mul (u * v)]
      exact mul_le_of_le_one_right (abs_nonneg _) (Real.abs_cos_le_one k)
    have hc' := abs_le.mp hc
    constructor <;> linarith [hc'.1, hc'.2]
  · rintro ⟨ha, hb⟩
    by_cases h : u * v = 0
    · rw [h, abs_zero] at ha hb
      exact ⟨0, by rw [h]; linarith⟩
    · -- solve for the cosine
      obtain ⟨hu, hv⟩ := mul_ne_zero_iff.mp h
      have ht : |(e ^ 2 - u ^ 2 - v ^ 2) / (2 * (u * v))| ≤ 1 := by
        rw [abs_div, div_le_one (abs_pos.mpr (mul_ne_zero two_ne_zero h)),
          abs_mul (2 : ℝ), abs_two, abs_le]
        constructor <;> linarith
      have hm : 2 * (u * v) * ((e ^ 2 - u ^ 2 - v ^ 2) / (2 * (u * v))) =
          e ^ 2 - u ^ 2 - v ^ 2 := by field_simp
      refine ⟨Real.arccos ((e ^ 2 - u ^ 2 - v ^ 2) / (2 * (u * v))), ?_⟩
      rw [Real.cos_arccos (abs_le.mp ht).1 (abs_le.mp ht).2, hm]
      ring
```

## (e) Bands for arbitrary real couplings

Show that the eigenvalues, collected over all real \(k\), form the set

\[
\{e\in\mathbb R:\ ||u|-|v||\le|e|\le|u|+|v|\}.
\]

By (c), \(E^2=R\) with

\[
R=u^2+v^2+2uv\cos k=(u+v\cos k)^2+(v\sin k)^2\ge0 .
\]

Hence \((E-\sqrt R)(E+\sqrt R)=0\), so \(E=\pm\sqrt R\) is real, and (d) gives its range. Conversely, for \(e\) in that range (d) supplies a \(k\), and (c) makes \(e\) an eigenvalue. Reality also follows from (a), but the Lean proof takes it from the nonnegative square.

```lean
/-- For any real couplings, the Bloch energies over all `k` are the real numbers `e` with
`||u| - |v|| ≤ |e| ≤ |u| + |v|`. -/
theorem bloch_bands (u v : ℝ) (E : ℂ) :
    (∃ k, IsBlochEnergy u v k E) ↔
      ∃ e : ℝ, (e : ℂ) = E ∧ |(|u| - |v|)| ≤ |e| ∧ |e| ≤ |u| + |v| := by
  simp only [dispersion, ← cosine_sweep]
  constructor
  · rintro ⟨k, hk⟩
    have hr : 0 ≤ u ^ 2 + v ^ 2 + 2 * (u * v) * Real.cos k := by
      have : u ^ 2 + v ^ 2 + 2 * (u * v) * Real.cos k =
          (u + v * Real.cos k) ^ 2 + (v * Real.sin k) ^ 2 := by
        linear_combination -(v ^ 2) * Real.sin_sq_add_cos_sq k
      rw [this]; positivity
    -- a complex number with nonnegative real square is real
    have hs := Real.sq_sqrt hr
    rw [← hs, Complex.ofReal_pow] at hk
    rcases eq_or_eq_neg_of_sq_eq_sq _ _ hk with h | h
    · exact ⟨_, h.symm, k, hs⟩
    · exact ⟨-√(u ^ 2 + v ^ 2 + 2 * (u * v) * Real.cos k), by rw [h, Complex.ofReal_neg],
        k, by rw [neg_sq, hs]⟩
  · rintro ⟨e, rfl, k, hk⟩
    exact ⟨k, by rw [← hk, Complex.ofReal_pow]⟩
```

## (f) When the gap closes

Show that zero energy occurs at some \(k\) exactly when

\[
|u|=|v| .
\]

Put \(e=0\) in (e). The upper bound always holds, and the lower one becomes \(||u|-|v||\le0\), which means equality of the magnitudes.

```lean
/-- Zero energy occurs at some wave number exactly when the couplings have equal magnitude. -/
theorem zero_energy_iff (u v : ℝ) : (∃ k, IsBlochEnergy u v k 0) ↔ |u| = |v| := by
  rw [bloch_bands]
  constructor
  · rintro ⟨e, he, h, -⟩
    rw [Complex.ofReal_eq_zero.mp he, abs_zero] at h
    exact sub_eq_zero.mp (abs_nonpos_iff.mp h)
  · intro h
    exact ⟨0, Complex.ofReal_zero, by simp [h], by rw [abs_zero]; positivity⟩
```

## (g) Couplings from prescribed band edges

Let \(0\le E_1\le E_2\), \(u=(E_2+E_1)/2\) and \(v=(E_2-E_1)/2\). Show that the eigenvalues over all \(k\) fill exactly

\[
[-E_2,-E_1]\cup[E_1,E_2].
\]

Both couplings are nonnegative, with \(u-v=E_1\) and \(u+v=E_2\). So (e) reads \(E_1\le|e|\le E_2\), and the two signs of \(e\) give the two intervals. Lean makes the same split with `le_abs`, and writes the intervals as a set of real numbers embedded in \(\mathbb C\).

For \(E_1>0\) the gap has width \(2E_1\). At \(E_1=0\) the bands touch, and at \(E_1=E_2\) each shrinks to a point.

```lean
/-- For `0 ≤ E1 ≤ E2` and couplings `(E2 + E1)/2`, `(E2 - E1)/2`, the eigenvalues of the Bloch
matrix over all `k` fill exactly `[-E2, -E1] ∪ [E1, E2]`. -/
theorem two_bands {E1 E2 : ℝ} (h1 : 0 ≤ E1) (h2 : E1 ≤ E2) :
    {E : ℂ | ∃ k, IsBlochEnergy ((E2 + E1) / 2) ((E2 - E1) / 2) k E} =
      (fun e : ℝ => (e : ℂ)) '' (Set.Icc (-E2) (-E1) ∪ Set.Icc E1 E2) := by
  ext E
  rw [Set.mem_ofPred_eq, bloch_bands, abs_of_nonneg (show 0 ≤ (E2 + E1) / 2 by linarith),
    abs_of_nonneg (show 0 ≤ (E2 - E1) / 2 by linarith),
    show (E2 + E1) / 2 - (E2 - E1) / 2 = E1 by ring,
    show (E2 + E1) / 2 + (E2 - E1) / 2 = E2 by ring, abs_of_nonneg h1]
  constructor
  · rintro ⟨e, he, ha, hb⟩
    have hb' := abs_le.mp hb
    rcases le_abs.mp ha with h | h
    · exact ⟨e, Or.inr ⟨h, hb'.2⟩, he⟩
    · exact ⟨e, Or.inl ⟨hb'.1, by linarith⟩, he⟩
  · rintro ⟨e, h | h, he⟩
    · exact ⟨e, he, le_abs.mpr (Or.inr (by linarith [h.2])),
        abs_le.mpr ⟨h.1, by linarith [h.2]⟩⟩
    · exact ⟨e, he, le_abs.mpr (Or.inl h.1), abs_le.mpr ⟨by linarith [h.1], h.2⟩⟩
```

## (h) From two sites to all sites

Let a property \(P\) of integers satisfy \(P(0)\), \(P(1)\) and \(P(n)\Leftrightarrow P(n+2)\) for all \(n\). Show that

\[
P(n)\ \text{holds for every } n\in\mathbb Z .
\]

Carry the pair \(P(m),P(m+1)\) along. Going up, \(P(m)\) gives \(P(m+2)\); going down, \(P(m+1)\) gives \(P(m-1)\). Induction in both directions from \(m=0\) reaches every integer.

```lean
/-- A property of sites that is unchanged by a shift of one cell holds everywhere once it holds
at sites 0 and 1. -/
theorem all_sites {P : ℤ → Prop} (h0 : P 0) (h1 : P 1) (h : ∀ n, P n ↔ P (n + 2)) (n : ℤ) :
    P n := by
  have key : ∀ m : ℤ, P m ∧ P (m + 1) := by
    intro m
    refine Int.induction_on m ⟨h0, h1⟩ ?_ ?_
    · intro i hi
      refine ⟨hi.2, ?_⟩
      rw [show (i : ℤ) + 1 + 1 = i + 2 by ring]
      exact (h _).1 hi.1
    · intro i hi
      refine ⟨(h _).2 ?_, ?_⟩
      · rw [show -(i : ℤ) - 1 + 2 = -i + 1 by ring]
        exact hi.2
      · rw [show -(i : ℤ) - 1 + 1 = -i by ring]
        exact hi.1
  exact (key n).1
```

## (i) From the chain to the matrix

Show that, at each \(k\),

\[
E\text{ is a chain energy}\iff E\text{ is an eigenvalue of }H(k).
\]

For a Bloch wave, \(\psi(-1)=e^{-ik}\psi(1)\) and \(\psi(2)=e^{ik}\psi(0)\), so

\[
\begin{aligned}
(T\psi)(0)&=u\psi(1)+v\psi(-1)=(u+ve^{-ik})\psi(1),\\
(T\psi)(1)&=v\psi(2)+u\psi(0)=(u+ve^{ik})\psi(0).
\end{aligned}
\]

At sites 0 and 1 the chain equation is therefore (b) with \(w=(\psi(0),\psi(1))\). A shift by two sites multiplies both sides of the chain equation by \(e^{ik}\ne0\), so (h) extends it to all sites. This reduction is `red`. Applied to the property \(\psi(n)=0\), (h) also shows that \(w\ne0\) when \(\psi\ne0\).

Conversely, an eigenvector \(w\) extends to the Bloch wave \(\psi(2m)=e^{ikm}w_0\), \(\psi(2m+1)=e^{ikm}w_1\). Lean writes this as \(e^{ikn/2}\) times \(w_0\) on even sites and \(e^{-ik/2}w_1\) on odd ones.

```lean
/-- The energies of Bloch waves of the infinite chain at wave number `k` are the eigenvalues of
the Bloch matrix. -/
theorem chain_energy_iff (u v k : ℝ) (E : ℂ) :
    IsChainEnergy u v k E ↔ IsBlochEnergy u v k E := by
  have hc : Complex.exp (-(k * Complex.I)) * Complex.exp (k * Complex.I) = 1 := by
    rw [← Complex.exp_add]; simp
  have hne := Complex.exp_ne_zero (k * Complex.I)
  have c0 : coupling u v 0 = u := by unfold coupling; exact if_pos (by decide)
  have c1 : coupling u v 1 = v := by unfold coupling; exact if_neg (by decide)
  have cm : coupling u v (-1) = v := by unfold coupling; exact if_neg (by decide)
  have hp : ∀ n, coupling u v (n + 2) = coupling u v n := by
    intro n; simp [coupling]
  -- for a Bloch wave the chain equation reduces to one cell
  have red : ∀ ψ : ℤ → ℂ, (∀ n, ψ (n + 2) = Complex.exp (k * Complex.I) * ψ n) →
      ((∀ n, chainH u v ψ n = E * ψ n) ↔
        blochMatrix u v k *ᵥ ![ψ 0, ψ 1] = E • ![ψ 0, ψ 1]) := by
    intro ψ hψ
    have a : ψ 1 = Complex.exp (k * Complex.I) * ψ (-1) := by
      have h := hψ (-1)
      rwa [show (-1 : ℤ) + 2 = 1 by norm_num] at h
    have b : ψ 2 = Complex.exp (k * Complex.I) * ψ 0 := by
      have h := hψ 0
      rwa [zero_add] at h
    have h0 : chainH u v ψ 0 = (u + v * Complex.exp (-(k * Complex.I))) * ψ 1 := by
      unfold chainH
      rw [show (0 : ℤ) + 1 = 1 by norm_num, show (0 : ℤ) - 1 = -1 by norm_num, c0, cm]
      linear_combination -(v : ℂ) * Complex.exp (-(k * Complex.I)) * a - v * ψ (-1) * hc
    have h1 : chainH u v ψ 1 = (u + v * Complex.exp (k * Complex.I)) * ψ 0 := by
      unfold chainH
      rw [show (1 : ℤ) + 1 = 2 by norm_num, show (1 : ℤ) - 1 = 0 by norm_num, c0, c1, b]
      ring
    have hH : ∀ n, chainH u v ψ (n + 2) = Complex.exp (k * Complex.I) * chainH u v ψ n := by
      intro n
      unfold chainH
      rw [show n + 2 + 1 = n + 1 + 2 by ring, show n + 2 - 1 = n - 1 + 2 by ring,
        hp n, hp (n - 1), hψ (n + 1), hψ (n - 1)]
      ring
    rw [bloch_eigen_iff]
    constructor
    · intro h
      exact ⟨h0.symm.trans (h 0), h1.symm.trans (h 1)⟩
    · rintro ⟨e0, e1⟩
      refine all_sites (P := fun n => chainH u v ψ n = E * ψ n) (h0.trans e0) (h1.trans e1) ?_
      intro n
      rw [hH, hψ]
      constructor
      · intro h
        rw [h]; ring
      · intro h
        exact mul_left_cancel₀ hne (by linear_combination h)
  constructor
  · rintro ⟨ψ, h0, hψ, h⟩
    refine ⟨![ψ 0, ψ 1], fun hw => h0 ?_, (red ψ hψ).1 h⟩
    funext n
    refine all_sites (P := fun n => ψ n = 0) (congrFun hw 0) (congrFun hw 1) ?_ n
    intro m
    rw [hψ, mul_eq_zero, or_iff_right hne]
  · rintro ⟨w, hw, h⟩
    -- extend the cell vector to a Bloch wave
    obtain ⟨ψ, hψ, p0, p1⟩ : ∃ ψ : ℤ → ℂ,
        (∀ n, ψ (n + 2) = Complex.exp (k * Complex.I) * ψ n) ∧ ψ 0 = w 0 ∧ ψ 1 = w 1 := by
      refine ⟨fun n => Complex.exp (k / 2 * n * Complex.I) *
        (if Even n then w 0 else Complex.exp (-(k / 2 * Complex.I)) * w 1), ?_, ?_, ?_⟩
      · intro n
        have he : Even (n + 2) ↔ Even n := by simp
        have hx : Complex.exp (k / 2 * ((n + 2 : ℤ) : ℂ) * Complex.I) =
            Complex.exp (k * Complex.I) * Complex.exp (k / 2 * n * Complex.I) := by
          rw [← Complex.exp_add]
          congr 1
          push_cast
          ring
        simp only [he, hx]
        exact mul_assoc _ _ _
      · simp
      · have ho : ¬ Even (1 : ℤ) := by decide
        simp only [if_neg ho, Int.cast_one, mul_one]
        rw [← mul_assoc, ← Complex.exp_add, add_neg_cancel, Complex.exp_zero, one_mul]
    have hv : ![ψ 0, ψ 1] = w := by
      rw [funext_iff, Fin.forall_fin_two]
      exact ⟨p0, p1⟩
    refine ⟨ψ, fun hz => hw ?_, hψ, (red ψ hψ).2 (by rw [hv]; exact h)⟩
    rw [← hv, hz]
    rw [funext_iff, Fin.forall_fin_two]
    exact ⟨rfl, rfl⟩
```

## (j) Band edges of the infinite chain

With \(E_1,E_2,u,v\) as in (g), show that

\[
\{E:\ E\text{ is a chain energy at some real }k\}=[-E_2,-E_1]\cup[E_1,E_2].
\]

By (i), chain energies and matrix eigenvalues agree at each \(k\), so their collections over all \(k\) agree, and (g) gives the set. The Lean proof makes the same replacement and then applies `two_bands`.

```lean
/-- For `0 ≤ E1 ≤ E2`, the Bloch waves of the infinite chain with alternating recursion
coefficients `(E2 + E1)/2`, `(E2 - E1)/2` have exactly the energies `[-E2, -E1] ∪ [E1, E2]`. -/
theorem chain_two_bands {E1 E2 : ℝ} (h1 : 0 ≤ E1) (h2 : E1 ≤ E2) :
    {E : ℂ | ∃ k, IsChainEnergy ((E2 + E1) / 2) ((E2 - E1) / 2) k E} =
      (fun e : ℝ => (e : ℂ)) '' (Set.Icc (-E2) (-E1) ∪ Set.Icc E1 E2) := by
  simp only [chain_energy_iff]
  exact two_bands h1 h2

end

end AlternatingRecursionGap
```

```lean
#print axioms AlternatingRecursionGap.blochMatrix_isHermitian
#print axioms AlternatingRecursionGap.zero_energy_iff
#print axioms AlternatingRecursionGap.chain_two_bands
```

```
'AlternatingRecursionGap.blochMatrix_isHermitian' depends on axioms: [propext, Classical.choice, Quot.sound]
'AlternatingRecursionGap.zero_energy_iff' depends on axioms: [propext, Classical.choice, Quot.sound]
'AlternatingRecursionGap.chain_two_bands' depends on axioms: [propext, Classical.choice, Quot.sound]
```
